# Trapped logarithmic charges balance exactly when their polynomial solves the Hermite equation

Let $x_0,\dots,x_{n-1}$ be distinct real positions and let $p=\prod_i (X-x_i)$. Then

$$\sum_{j\ne i}\frac{1}{x_i-x_j}=x_i\ \text{ for every } i\quad\Longleftrightarrow\quad p''-2Xp'+2np=0 .$$

The left side is the force balance of equal charges on a line that repel logarithmically, as parallel line charges do, and are held by a harmonic trap. If the trap has stiffness $k$ and the pair energy is $-g\log r$, lengths are measured in units of $\sqrt{g/k}$. That a given device has this energy is a physical assumption.

## From force balance to a polynomial identity

The energy is $E=\tfrac12\sum_i x_i^2-\sum_{i<j}\log|x_i-x_j|$. Write $R_i=\sum_{j\ne i}1/(x_i-x_j)$ for the repulsion on charge $i$. Along a displacement $v$,

$$\frac{dE}{dt}=\sum_i v_ix_i-\sum_{i<j}\frac{v_i-v_j}{x_i-x_j}=\sum_i v_i(x_i-R_i),$$

so $E$ is stationary along every $v$ exactly when $R_i=x_i$ for all $i$.

Fix $i$ and factor $p=(X-x_i)q$. Then $p'=q+(X-x_i)q'$ and $p''=2q'+(X-x_i)q''$. At $x_i$ this gives $p'(x_i)=q(x_i)=\prod_{j\ne i}(x_i-x_j)\neq0$. The logarithmic derivative of $q$ gives $q'(x_i)=q(x_i)R_i$, hence $p''(x_i)=2p'(x_i)R_i$. With $h=p''-2Xp'+2np$ and $p(x_i)=0$,

$$h(x_i)=2p'(x_i)\,(R_i-x_i).$$

If $h=0$, the forces balance. Conversely, balance makes $h$ vanish at $n$ distinct points. If $c_m$ are the coefficients of $p$, the coefficient of $X^m$ in $h$ is

$$(m+2)(m+1)c_{m+2}+2(n-m)c_m ,$$

which is zero for all $m\ge n$, since $p$ has degree $n$. A polynomial with no terms of order $n$ or higher and $n$ distinct zeros is zero, so $h=0$.

Three consequences follow.

- The difference of two monic solutions of degree $n$ has no term of order $n$. If it were non-zero with leading term $d_mX^m$, then $2(n-m)d_m=0$ with $m<n$, a contradiction. Two equilibria therefore occupy the same points.
- At equilibrium, $\sum_i x_i^2=\sum_i x_iR_i=\sum_{i<j}1=n(n-1)/2$.
- For charges at $-a,0,a$ with $a\ne0$, the middle one balances by symmetry, and the right one requires $1/(2a)+1/a=a$, that is $a^2=3/2$. The left one gives the same condition.

## Gauss–Hermite nodes as equilibrium positions

The monic solution of degree $n$ is $H_n/2^n$, with $H_n$ the physicists' Hermite polynomial. Its zeros are the nodes of Gauss–Hermite quadrature with weight $e^{-x^2}$, and of the eigenfunction with energy $(n+\tfrac12)\hbar\omega$ of a single one-dimensional oscillator, in units of $\sqrt{\hbar/m\omega}$, with $m$ here the mass. One way to compute them is as the eigenvalues of the symmetric tridiagonal matrix with zero diagonal and off-diagonal entries $\sqrt{j/2}$, $j=1,\dots,n-1$. For $n=3$ the characteristic equation is $\lambda^3-\tfrac32\lambda=0$, with roots $0,\pm\sqrt{3/2}$: the three charges above. These identifications are standard facts quoted here without a formal proof.

## Charges, energy and the Hermite expression in Lean

```lean
import Mathlib

open Polynomial

namespace StieltjesLogGas

noncomputable section

variable {n : ℕ}
```

A configuration is a function `x : Fin n → ℝ`, with charges labelled from $0$ to $n-1$. Distinctness enters the theorems as `Function.Injective x`.

```lean
/-- The logarithmic repulsion felt by charge `i` from all other charges on the line,
for pairwise distinct positions. -/
def repulsion (x : Fin n → ℝ) (i : Fin n) : ℝ :=
  ∑ j ∈ Finset.univ.erase i, 1 / (x i - x j)
```

This is $R_i$, a signed force; `Finset.univ.erase i` is the set of all other charges.

```lean
/-- Force balance: on every charge the repulsion cancels the harmonic restoring force `-x i`, for
pairwise distinct positions. -/
def IsEquilibrium (x : Fin n → ℝ) : Prop :=
  ∀ i, repulsion x i = x i

/-- Energy of the log-gas in a harmonic trap, for pairwise distinct positions; the double sum
meets each pair twice and is halved. -/
def energy (x : Fin n → ℝ) : ℝ :=
  (∑ i, x i ^ 2) / 2 - (∑ i, ∑ j ∈ Finset.univ.erase i, Real.log |x i - x j|) / 2
```

The double sum over ordered pairs, halved, equals the sum over $i<j$.

```lean
/-- The monic polynomial whose roots are the positions of the charges. -/
def chargePoly (x : Fin n → ℝ) : ℝ[X] :=
  ∏ i, (X - C (x i))

/-- The left-hand side `p'' - 2 X p' + 2 n p` of the Hermite equation. -/
def hermiteOp (n : ℕ) (p : ℝ[X]) : ℝ[X] :=
  derivative (derivative p) - C 2 * (X * derivative p) + C (2 * (n : ℝ)) * p
```

`hermiteOp n p` is a polynomial, so setting it to zero is an identity in $X$ and not merely an equation at selected points.

## Balance as stationarity of the energy

```lean
/-- The work of the repulsion along a displacement `v` is a sum over pairs that involves only
relative displacements. -/
theorem work_symmetrised (x v : Fin n → ℝ) :
    ∑ i, v i * repulsion x i =
      1 / 2 * ∑ i, ∑ j ∈ Finset.univ.erase i, (v i - v j) / (x i - x j) := by
  have h1 : ∀ i, repulsion x i = ∑ j, 1 / (x i - x j) :=
    fun i => Finset.sum_erase _ (by simp)
  have h2 : ∀ i, ∑ j ∈ Finset.univ.erase i, (v i - v j) / (x i - x j)
      = ∑ j, (v i - v j) / (x i - x j) :=
    fun i => Finset.sum_erase _ (by simp)
  -- exchanging the two charges of a pair reverses the sign
  have h3 : ∑ i, ∑ j, v j / (x i - x j) = -∑ i, ∑ j, v i / (x i - x j) := by
    rw [Finset.sum_comm, ← Finset.sum_neg_distrib]
    refine Finset.sum_congr rfl fun i _ => ?_
    rw [← Finset.sum_neg_distrib]
    refine Finset.sum_congr rfl fun j _ => ?_
    rw [← neg_sub (x i) (x j), div_neg]
  have h4 : ∑ i, v i * ∑ j, 1 / (x i - x j) = ∑ i, ∑ j, v i / (x i - x j) := by
    refine Finset.sum_congr rfl fun i _ => ?_
    rw [Finset.mul_sum]
    exact Finset.sum_congr rfl fun j _ => mul_one_div _ _
  simp only [h1, h2]
  rw [h4]
  simp only [sub_div, Finset.sum_sub_distrib]
  rw [h3]
  ring
```

Swapping the labels of a pair reverses the sign of its denominator (`h3`), which turns the work into a sum over relative displacements. Lean's convention $1/0=0$ lets the proof restore the diagonal terms.

```lean
/-- For distinct charges, the rate of change of the energy along a displacement `v` is the sum over
`i` of `v i * (x i - repulsion x i)`. -/
theorem energy_hasDerivAt {x : Fin n → ℝ} (hx : Function.Injective x) (v : Fin n → ℝ) :
    HasDerivAt (fun t : ℝ => energy (fun i => x i + t * v i))
      (∑ i, v i * (x i - repulsion x i)) 0 := by
  have hl : ∀ i, HasDerivAt (fun t : ℝ => x i + t * v i) (v i) 0 := fun i =>
    (((hasDerivAt_id' (0 : ℝ)).mul_const (v i)).const_add (x i)).congr_deriv (one_mul _)
  have hq : HasDerivAt (fun t : ℝ => ∑ i, (x i + t * v i) ^ 2) (∑ i, 2 * x i * v i) 0 :=
    HasDerivAt.fun_sum fun i _ => ((hl i).fun_pow 2).congr_deriv (by simp)
  have hp : HasDerivAt (fun t : ℝ => ∑ i, ∑ j ∈ Finset.univ.erase i,
      Real.log |(x i + t * v i) - (x j + t * v j)|)
      (∑ i, ∑ j ∈ Finset.univ.erase i, (v i - v j) / (x i - x j)) 0 := by
    simp only [Real.log_abs]
    refine HasDerivAt.fun_sum fun i _ => HasDerivAt.fun_sum fun j hj => ?_
    have hij : x i - x j ≠ 0 := sub_ne_zero.mpr (hx.ne (Finset.ne_of_mem_erase hj).symm)
    exact (((hl i).fun_sub (hl j)).log (by simpa using hij)).congr_deriv (by simp)
  refine ((hq.div_const 2).fun_sub (hp.div_const 2)).congr_deriv ?_
  have h2 : ∑ i, 2 * x i * v i = 2 * ∑ i, v i * x i := by
    rw [Finset.mul_sum]
    exact Finset.sum_congr rfl fun i _ => by ring
  simp only [mul_sub, Finset.sum_sub_distrib]
  rw [h2, work_symmetrised x v]
  ring
```

The trap and pair terms are differentiated separately at $t=0$. Injectivity keeps each logarithm away from its singularity, and the previous lemma collects the result into forces.

```lean
/-- Distinct charges are in force balance exactly when the energy is stationary along every
displacement. -/
theorem equilibrium_iff_stationary {x : Fin n → ℝ} (hx : Function.Injective x) :
    IsEquilibrium x ↔
      ∀ v : Fin n → ℝ, HasDerivAt (fun t : ℝ => energy (fun i => x i + t * v i)) 0 0 := by
  constructor
  · intro he v
    exact (energy_hasDerivAt hx v).congr_deriv
      (Finset.sum_eq_zero fun i _ => by rw [he i, sub_self, mul_zero])
  · intro h i
    -- displace charge `i` alone
    have h0 := (energy_hasDerivAt hx (fun k => if k = i then 1 else 0)).unique (h _)
    simp only [ite_mul, one_mul, zero_mul, Finset.sum_ite_eq', Finset.mem_univ, if_true] at h0
    linarith
```

The final `0 0` says that the derivative is $0$ at $t=0$. For the converse, charge $i$ is displaced alone. Stationarity is all that is stated; neither minimality nor the existence of an equilibrium for general $n$ is proved here.

## The equivalence with the Hermite equation

```lean
/-- The Hermite expression couples the coefficient of order `m` only to that of order `m + 2`. -/
theorem hermiteOp_coeff (n : ℕ) (p : ℝ[X]) (m : ℕ) :
    (hermiteOp n p).coeff m =
      ((m : ℝ) + 2) * (m + 1) * p.coeff (m + 2) + 2 * ((n : ℝ) - m) * p.coeff m := by
  have hX : (X * derivative p).coeff m = m * p.coeff m := by
    cases m with
    | zero => simp
    | succ k =>
      rw [coeff_X_mul, coeff_derivative]
      push_cast
      ring
  have h2 : (derivative (derivative p)).coeff m = ((m : ℝ) + 2) * (m + 1) * p.coeff (m + 2) := by
    rw [coeff_derivative, coeff_derivative, show m + 1 + 1 = m + 2 from rfl]
    push_cast
    ring
  simp only [hermiteOp, coeff_add, coeff_sub, coeff_C_mul, hX, h2]
  ring
```

This is the coefficient formula derived above.

```lean
/-- The polynomial of `n` charges is monic of degree `n`. -/
theorem chargePoly_monic_natDegree (x : Fin n → ℝ) :
    (chargePoly x).Monic ∧ (chargePoly x).natDegree = n := by
  have h : ∀ i ∈ (Finset.univ : Finset (Fin n)), (X - C (x i)).Monic :=
    fun i _ => monic_X_sub_C _
  refine ⟨monic_prod_of_monic _ _ h, ?_⟩
  rw [chargePoly, natDegree_prod_of_monic _ _ h]
  simp

/-- At each of several distinct charges the polynomial `p` has non-zero slope, and its second
derivative is twice the slope times the repulsion. -/
theorem curvature_at_charge {x : Fin n → ℝ} (hx : Function.Injective x) (i : Fin n) :
    (derivative (chargePoly x)).eval (x i) ≠ 0 ∧
      (derivative (derivative (chargePoly x))).eval (x i) =
        2 * (derivative (chargePoly x)).eval (x i) * repulsion x i := by
  -- logarithmic derivative of a product of linear factors
  have hlog : ∀ (y : ℝ) (s : Finset (Fin n)), (∀ j ∈ s, y ≠ x j) →
      (derivative (∏ j ∈ s, (X - C (x j)))).eval y =
        (∏ j ∈ s, (X - C (x j))).eval y * ∑ j ∈ s, 1 / (y - x j) := by
    intro y s
    induction s using Finset.induction_on with
    | empty => simp
    | insert a s ha ih =>
      intro h
      have hs := ih fun j hj => h j (Finset.mem_insert_of_mem hj)
      have hc : (y - x a) * (1 / (y - x a)) = 1 :=
        mul_one_div_cancel (sub_ne_zero.mpr (h a (Finset.mem_insert_self a s)))
      rw [Finset.prod_insert ha, Finset.sum_insert ha]
      simp only [derivative_mul, derivative_X_sub_C, eval_add, eval_mul, eval_sub, eval_X,
        eval_C, eval_one, hs]
      linear_combination (-((∏ j ∈ s, (X - C (x j))).eval y)) * hc
  have hne : ∀ j ∈ Finset.univ.erase i, x i ≠ x j :=
    fun j hj => hx.ne (Finset.ne_of_mem_erase hj).symm
  have h3 := hlog (x i) _ hne
  obtain ⟨q, hq⟩ : ∃ q : ℝ[X], q = ∏ j ∈ Finset.univ.erase i, (X - C (x j)) := ⟨_, rfl⟩
  have hp : chargePoly x = (X - C (x i)) * q := by
    rw [hq]
    exact (Finset.mul_prod_erase Finset.univ (fun j => X - C (x j)) (Finset.mem_univ i)).symm
  have hq0 : q.eval (x i) ≠ 0 := by
    rw [hq, eval_prod, Finset.prod_ne_zero_iff]
    intro j hj
    rw [eval_sub, eval_X, eval_C]
    exact sub_ne_zero.mpr (hne j hj)
  rw [← hq] at h3
  have h1 : (derivative (chargePoly x)).eval (x i) = q.eval (x i) := by
    rw [hp]
    simp only [derivative_mul, derivative_X_sub_C, eval_add, eval_mul, eval_sub, eval_X,
      eval_C, eval_one]
    ring
  have h2 : (derivative (derivative (chargePoly x))).eval (x i)
      = 2 * (derivative q).eval (x i) := by
    rw [hp]
    simp only [derivative_mul, derivative_add, derivative_X_sub_C, derivative_one, eval_add,
      eval_mul, eval_sub, eval_X, eval_C, eval_one, eval_zero]
    ring
  refine ⟨by rwa [h1], ?_⟩
  rw [h2, h1, h3, repulsion]
  ring
```

The auxiliary `hlog` proves the logarithmic-derivative formula by induction on the set of factors. It is then applied to $q$, and the product rule gives both claims.

```lean
/-- Distinct charges are in equilibrium if and only if the polynomial with roots at their
positions solves the Hermite equation `p'' - 2 X p' + 2 n p = 0`. -/
theorem equilibrium_iff_hermite {x : Fin n → ℝ} (hx : Function.Injective x) :
    IsEquilibrium x ↔ hermiteOp n (chargePoly x) = 0 := by
  -- at a charge the Hermite expression measures the net force
  have hev : ∀ i, (hermiteOp n (chargePoly x)).eval (x i) =
      2 * (derivative (chargePoly x)).eval (x i) * (repulsion x i - x i) := by
    intro i
    have h0 : (chargePoly x).eval (x i) = 0 := by
      rw [chargePoly, eval_prod]
      exact Finset.prod_eq_zero (Finset.mem_univ i) (by simp)
    simp only [hermiteOp, eval_add, eval_sub, eval_mul, eval_C, eval_X, h0,
      (curvature_at_charge hx i).2]
    ring
  constructor
  · intro he
    apply Polynomial.eq_zero_of_degree_lt_of_eval_index_eq_zero (s := Finset.univ) (v := x)
    · exact hx.injOn
    · -- the leading terms cancel, so the degree is below the number of charges
      rw [Finset.card_univ, Fintype.card_fin, degree_lt_iff_coeff_zero]
      intro m hm
      have hd := (chargePoly_monic_natDegree x).2
      have h2 : (chargePoly x).coeff (m + 2) = 0 :=
        coeff_eq_zero_of_natDegree_lt (by omega)
      rw [hermiteOp_coeff, h2]
      rcases hm.eq_or_lt with h | h
      · rw [← h]
        ring
      · rw [coeff_eq_zero_of_natDegree_lt (by omega : (chargePoly x).natDegree < m)]
        ring
    · intro i _
      rw [hev i, he i, sub_self, mul_zero]
  · intro h i
    have h0 := hev i
    rw [h, eval_zero] at h0
    have h1 := (mul_eq_zero.mp h0.symm).resolve_left
      (mul_ne_zero two_ne_zero (curvature_at_charge hx i).1)
    linarith
```

Here `hev` is the formula for $h(x_i)$. The forward direction combines the degree bound with the $n$ zeros; the reverse divides out the non-zero slope.

## Uniqueness, the sum of squares and three charges

```lean
/-- Any two equilibria of `n` distinct charges occupy the same set of points. -/
theorem equilibrium_unique {x y : Fin n → ℝ} (hx : Function.Injective x)
    (hy : Function.Injective y) (ex : IsEquilibrium x) (ey : IsEquilibrium y) :
    Set.range x = Set.range y := by
  have hroot : ∀ (z : Fin n → ℝ) (t : ℝ), t ∈ Set.range z ↔ (chargePoly z).eval t = 0 := by
    intro z t
    rw [chargePoly, eval_prod, Finset.prod_eq_zero_iff]
    constructor
    · rintro ⟨i, rfl⟩
      exact ⟨i, Finset.mem_univ i, by simp⟩
    · rintro ⟨i, _, h⟩
      rw [eval_sub, eval_X, eval_C] at h
      exact ⟨i, by linarith⟩
  have hlead : ∀ z : Fin n → ℝ, (chargePoly z).coeff n = 1 := by
    intro z
    have h := (chargePoly_monic_natDegree z).1.coeff_natDegree
    rwa [(chargePoly_monic_natDegree z).2] at h
  have hd : hermiteOp n (chargePoly x - chargePoly y) = 0 := by
    have h : hermiteOp n (chargePoly x - chargePoly y) =
        hermiteOp n (chargePoly x) - hermiteOp n (chargePoly y) := by
      simp only [hermiteOp, derivative_sub]
      ring
    rw [h, (equilibrium_iff_hermite hx).mp ex, (equilibrium_iff_hermite hy).mp ey, sub_zero]
  have hpq : chargePoly x - chargePoly y = 0 := by
    by_contra hne
    obtain ⟨d, hdd⟩ : ∃ d, d = chargePoly x - chargePoly y := ⟨_, rfl⟩
    rw [← hdd] at hd hne
    -- a non-zero solution must have degree `n`, but the leading terms cancel
    have hc := hermiteOp_coeff n d d.natDegree
    rw [hd, coeff_zero, coeff_eq_zero_of_natDegree_lt (by omega : d.natDegree < d.natDegree + 2),
      mul_zero, zero_add] at hc
    have hl : d.coeff d.natDegree ≠ 0 := leadingCoeff_ne_zero.mpr hne
    have hm := (mul_eq_zero.mp hc.symm).resolve_right hl
    have hn : n = d.natDegree := by
      have h : (n : ℝ) = (d.natDegree : ℝ) := by linarith
      exact_mod_cast h
    apply hl
    rw [← hn, hdd, coeff_sub, hlead, hlead, sub_self]
  ext t
  rw [hroot, hroot, sub_eq_zero.mp hpq]
```

Equality of `Set.range` means equality of the occupied points, whatever the labelling. The proof shows that the two polynomials coincide and then compares their roots.

```lean
/-- For `n` distinct charges in equilibrium the squared positions add up to `n (n - 1) / 2`. -/
theorem sum_sq_of_equilibrium {x : Fin n → ℝ} (hx : Function.Injective x)
    (he : IsEquilibrium x) : ∑ i, x i ^ 2 = (n : ℝ) * (n - 1) / 2 := by
  have hin : ∀ i, ∑ j ∈ Finset.univ.erase i, (x i - x j) / (x i - x j) = (n : ℝ) - 1 := by
    intro i
    have h1 : ∑ j ∈ Finset.univ.erase i, (x i - x j) / (x i - x j)
        = ∑ _j ∈ Finset.univ.erase i, (1 : ℝ) :=
      Finset.sum_congr rfl fun j hj =>
        div_self (sub_ne_zero.mpr (hx.ne (Finset.ne_of_mem_erase hj).symm))
    have h2 : 1 + ∑ _j ∈ Finset.univ.erase i, (1 : ℝ) = ∑ _j : Fin n, (1 : ℝ) :=
      Finset.add_sum_erase Finset.univ (fun _ => (1 : ℝ)) (Finset.mem_univ i)
    have h3 : ∑ _j : Fin n, (1 : ℝ) = n := by simp
    linarith
  have hw := work_symmetrised x x
  simp only [hin] at hw
  have hs : ∑ i, x i ^ 2 = ∑ i, x i * repulsion x i :=
    Finset.sum_congr rfl fun i _ => by rw [he i]; ring
  rw [hs, hw, Finset.sum_const, Finset.card_univ, Fintype.card_fin, nsmul_eq_mul]
  ring
```

The work identity is used with $v=x$, so that each ordered pair contributes $1$.

```lean
/-- Three charges at `-a`, `0`, `a` with `a ≠ 0` are in equilibrium exactly when
`a ^ 2 = 3 / 2`. -/
theorem three_charges_witness {a : ℝ} (ha : a ≠ 0) :
    IsEquilibrium ![-a, 0, a] ↔ a ^ 2 = 3 / 2 := by
  have h : ∀ i, repulsion ![-a, 0, a] i =
      ∑ j, 1 / ((![-a, 0, a] : Fin 3 → ℝ) i - (![-a, 0, a] : Fin 3 → ℝ) j) :=
    fun i => Finset.sum_erase _ (by simp)
  constructor
  · intro he
    have h2 : 1 / (a - -a) + 1 / (a - 0) + 1 / (a - a) = a := by
      have h3 := he 2
      rw [h, Fin.sum_univ_three] at h3
      exact h3
    rw [sub_self, div_zero, sub_zero, show a - -a = 2 * a by ring] at h2
    field_simp at h2
    linarith
  · intro hs
    have e1 : 1 / a = 2 / 3 * a := by
      rw [div_eq_iff ha]
      linarith
    have e2 : 1 / (2 * a) = a / 3 := by
      rw [div_eq_iff (mul_ne_zero two_ne_zero ha)]
      linarith
    have h0 : repulsion ![-a, 0, a] 0 = -a := by
      rw [h, Fin.sum_univ_three]
      change 1 / (-a - -a) + 1 / (-a - 0) + 1 / (-a - a) = -a
      rw [sub_self, div_zero, sub_zero, show -a - a = -(2 * a) by ring, div_neg, div_neg, e1, e2]
      ring
    have h1 : repulsion ![-a, 0, a] 1 = 0 := by
      rw [h, Fin.sum_univ_three]
      change 1 / (0 - -a) + 1 / ((0 : ℝ) - 0) + 1 / (0 - a) = 0
      simp
    have h2 : repulsion ![-a, 0, a] 2 = a := by
      rw [h, Fin.sum_univ_three]
      change 1 / (a - -a) + 1 / (a - 0) + 1 / (a - a) = a
      rw [sub_self, div_zero, sub_zero, show a - -a = 2 * a by ring, e1, e2]
      ring
    intro i
    fin_cases i
    exacts [h0, h1, h2]

end

end StieltjesLogGas
```

The forward direction reads off the force on charge `2`, the one at $a$; the reverse checks all three.

```lean
#print axioms StieltjesLogGas.equilibrium_iff_stationary
-- 'StieltjesLogGas.equilibrium_iff_stationary' depends on axioms: [propext, Classical.choice, Quot.sound]
#print axioms StieltjesLogGas.equilibrium_iff_hermite
-- 'StieltjesLogGas.equilibrium_iff_hermite' depends on axioms: [propext, Classical.choice, Quot.sound]
#print axioms StieltjesLogGas.equilibrium_unique
-- 'StieltjesLogGas.equilibrium_unique' depends on axioms: [propext, Classical.choice, Quot.sound]
#print axioms StieltjesLogGas.sum_sq_of_equilibrium
-- 'StieltjesLogGas.sum_sq_of_equilibrium' depends on axioms: [propext, Classical.choice, Quot.sound]
```
